# With the Fock matrix held fixed, exciting one electron from an occupied level ε to a virtual level η changes the level-shifted energy by η + b − ε

In a finite orthonormal basis, let `D` be an `N`-electron density matrix, that is, an orthogonal projector of trace `N`, and let `F` be a fixed complex matrix with a real level ε on a normalised orbital in the range of `D` and a real level η on one in the range of `1 - D`. The theorem `single_excitation` states that there is an `N`-electron density matrix `P`, different from `D`, such that for every real shift b the energy Re tr(HP), with H = F + b(1 − D), exceeds Re tr(HD) by η + b − ε. The matrix H is the same on both sides, so `F` is not rebuilt from `P`. The attempt takes the one-electron projectors `U` and `W` onto the two orbitals, sets `P = D - U + W`, and computes the energy from the trace.

Lean 4 with Mathlib refuses this proof:

```lean
import Mathlib

open Matrix
open scoped ComplexOrder

namespace SingleExcitation

variable {n : Type*} [Fintype n] [DecidableEq n]

/-- An `N`-electron density matrix: an orthogonal projector with trace `N`. -/
structure IsDensity (N : ℕ) (P : Matrix n n ℂ) : Prop where
  herm : P.IsHermitian
  idem : P * P = P
  electrons : P.trace = (N : ℂ)

/-- The levels of `F` in the range of `R`: real orbital energies `ε` of normalised
orbitals `v` with `R v = v` and `F v = ε v`. -/
def levels (F R : Matrix n n ℂ) : Set ℝ :=
  {ε | ∃ v : n → ℂ, star v ⬝ᵥ v = 1 ∧ R *ᵥ v = v ∧ F *ᵥ v = (ε : ℂ) • v}

/-- The level-shifted Fock matrix `F + b (1 - D)`. -/
def shifted (F D : Matrix n n ℂ) (b : ℝ) : Matrix n n ℂ := F + (b : ℂ) • (1 - D)

/-- The real part of `tr (H P)`, the energy of `P` for a Hermitian `H`. -/
def energy (H P : Matrix n n ℂ) : ℝ := (H * P).trace.re

omit [DecidableEq n] in
/-- A level `ε` of `F` in the range of `R` carries a one-electron density matrix `U` with
`R U = U` and `F U = ε U`. -/
theorem orbital_density {F R : Matrix n n ℂ} {ε : ℝ} (h : ε ∈ levels F R) :
    ∃ U, IsDensity 1 U ∧ R * U = U ∧ F * U = (ε : ℂ) • U := by
  obtain ⟨u, hu, hRu, hFu⟩ := h
  have hs : ∑ j, star (u j) * u j = 1 := hu
  have hM : ∀ M : Matrix n n ℂ,
      M * vecMulVec u (star u) = vecMulVec (M *ᵥ u) (star u) := by
    intro M
    ext i j
    simp [mul_apply, vecMulVec_apply, mulVec, dotProduct, Finset.sum_mul, mul_assoc]
  have hUu : vecMulVec u (star u) *ᵥ u = u := by
    ext i
    change ∑ j, u i * star (u j) * u j = u i
    simp_rw [mul_assoc]
    rw [← Finset.mul_sum, hs, mul_one]
  refine ⟨vecMulVec u (star u), ⟨?_, by rw [hM, hUu], ?_⟩, by rw [hM, hRu], ?_⟩
  · ext i j
    simp [vecMulVec_apply, conjTranspose_apply, mul_comm]
  · rw [Nat.cast_one]
    exact (Finset.sum_congr rfl fun i _ => mul_comm _ _).trans hs
  · rw [hM, hFu]
    ext i j
    simp [vecMulVec_apply, mul_assoc]

/-- Moving one electron from an occupied level `ε` to a virtual level `η` gives another
`N`-electron density matrix, whose level-shifted energy differs by `η + b - ε`. -/
theorem single_excitation {F D : Matrix n n ℂ} {N : ℕ} (hD : IsDensity N D) {ε η : ℝ}
    (hε : ε ∈ levels F D) (hη : η ∈ levels F (1 - D)) :
    ∃ P, IsDensity N P ∧ P ≠ D ∧
      ∀ b, energy (shifted F D b) P = energy (shifted F D b) D + (η + b - ε) := by
  obtain ⟨U, hU, hDU, hFU⟩ := orbital_density hε
  obtain ⟨W, hW, hDW', hFW⟩ := orbital_density hη
  have hDW : D * W = 0 := by
    rw [sub_mul, one_mul] at hDW'
    exact sub_eq_self.1 hDW'
  have hUD : U * D = U := by
    simpa [conjTranspose_mul, hU.herm.eq, hD.herm.eq] using congrArg conjTranspose hDU
  have hWD : W * D = 0 := by
    simpa [conjTranspose_mul, hW.herm.eq, hD.herm.eq] using congrArg conjTranspose hDW
  have hUW : U * W = 0 := by rw [← hUD, mul_assoc, hDW, mul_zero]
  have hWU : W * U = 0 := by rw [← hDU, ← mul_assoc, hWD, zero_mul]
  refine ⟨D - U + W, ⟨(hD.herm.sub hU.herm).add hW.herm, ?_, ?_⟩, ?_, ?_⟩
  · simp only [mul_add, add_mul, mul_sub, sub_mul, hD.idem, hU.idem, hW.idem, hDU, hUD,
      hDW, hWD, hUW, hWU]
    abel
  · rw [trace_add, trace_sub, hD.electrons, hU.electrons, hW.electrons]
    ring
  · intro h
    have hWeq : W = U := by
      have h' : W - U = (D - U + W) - D := by abel
      rw [h, sub_self] at h'
      exact sub_eq_zero.1 h'
    have hW0 : W = 0 := by
      rw [← hW.idem]
      nth_rewrite 1 [hWeq]
      exact hUW
    have ht := hW.electrons
    rw [hW0] at ht
    simp at ht
  · intro b
    have h : shifted F D b * (D - U + W) =
        shifted F D b * D - (ε : ℂ) • U + ((η + b : ℝ) : ℂ) • W := by
      simp only [shifted, mul_add, mul_sub, add_mul, sub_mul, smul_mul_assoc, one_mul,
        hDU, hDW, hFU, hFW, Complex.ofReal_add]
      module
    unfold energy
    rw [h, trace_add, trace_sub, trace_smul, trace_smul, hU.electrons, hW.electrons]
    simp only [Complex.add_re, Complex.sub_re, smul_eq_mul, Complex.re_ofReal_mul,
      Complex.natCast_re, Nat.cast_one]
    ring

end SingleExcitation
```

Lean reports:

```
Try this:
  [apply] ring_nf
  
  The `ring` tactic failed to close the goal. Use `ring_nf` to obtain a normal form.
    
  Note that `ring` works primarily in *commutative* rings. If you have a noncommutative ring, abelian group or module, consider using `noncomm_ring`, `abel` or `module` instead.
Main.lean:88:2: error: unsolved goals
case refine_4
n : Type u_1
inst✝¹ : Fintype n
inst✝ : DecidableEq n
F D : Matrix n n ℂ
N : ℕ
hD : IsDensity N D
ε η : ℝ
hε : ε ∈ levels F D
hη : η ∈ levels F (1 - D)
U : Matrix n n ℂ
hU : IsDensity 1 U
hDU : D * U = U
hFU : F * U = ↑ε • U
W : Matrix n n ℂ
hW : IsDensity 1 W
hDW' : (1 - D) * W = W
hFW : F * W = ↑η • W
hDW : D * W = 0
hUD : U * D = U
hWD : W * D = 0
hUW : U * W = 0
hWU : W * U = 0
b : ℝ
h : shifted F D b * (D - U + W) = shifted F D b * D - ↑ε • U + ↑(η + b) • W
⊢ (shifted F D b * D).trace.re - ε * Complex.re 1 + Complex.re 1 * η + Complex.re 1 * b =
    (shifted F D b * D).trace.re - ε + η + b
Main.lean:97:6: warning: This simp argument is unused:
  Complex.natCast_re

Hint: Omit it from the simp argument list.
  [apply] simp only [Complex.add_re, Complex.sub_re, smul_eq_mul, Complex.re_ofReal_mul, Nat.cast_one]

Note: This linter can be disabled with `set_option linter.unusedSimpArgs false`
```

Cause. The error is in the last part, the energy formula. The traces of `U` and `W` enter as the natural number 1 cast to ℂ, and the goal needs their real part. The `simp only` list offers two lemmas for this, but `simp` simplifies inner terms first: `Nat.cast_one` turns the cast into the complex number `1`, and `Complex.natCast_re`, which needs a cast under the real part, no longer matches. Hence the warning that it is unused. What remains is `Complex.re 1`, which `ring` treats as an unknown quantity, so it cannot close the goal. The hint about noncommutative rings is beside the point, since the goal is an equation between real numbers.

The repair replaces `Complex.natCast_re` with `Complex.one_re`, which evaluates `Complex.re 1` to 1, and `ring` then finishes.

The other change, to the proof that `P ≠ D`, is mere tidying: no error was reported there. The old argument derived `W = U` and then `W = 0`; the new one gets `U = 0` directly by multiplying `P = D` on the left by `U`, which contradicts the trace of `U` being 1.

Lean accepts the file once it reads:

```diff
@@ -75,14 +75,11 @@
     ring
   · intro h
-    have hWeq : W = U := by
-      have h' : W - U = (D - U + W) - D := by abel
-      rw [h, sub_self] at h'
-      exact sub_eq_zero.1 h'
-    have hW0 : W = 0 := by
-      rw [← hW.idem]
-      nth_rewrite 1 [hWeq]
-      exact hUW
-    have ht := hW.electrons
-    rw [hW0] at ht
+    -- the emptied orbital `U` would have to vanish
+    have h0 : U = 0 := calc
+      U = U * D := hUD.symm
+      _ = U * (D - U + W) := by rw [h]
+      _ = 0 := by rw [mul_add, mul_sub, hUD, hU.idem, hUW, sub_self, add_zero]
+    have ht := hU.electrons
+    rw [h0] at ht
     simp at ht
   · intro b
@@ -95,5 +92,5 @@
     rw [h, trace_add, trace_sub, trace_smul, trace_smul, hU.electrons, hW.electrons]
     simp only [Complex.add_re, Complex.sub_re, smul_eq_mul, Complex.re_ofReal_mul,
-      Complex.natCast_re, Nat.cast_one]
+      Nat.cast_one, Complex.one_re]
     ring
 
```
